# Double commutators of \(a_p\) and \(a_p^\dagger\) with occupied-to-virtual single-excitation operators vanish

Moving \(a_p\) past a power of a single-excitation operator \(T\) can produce the nested commutators \([a_p,T]\), \([[a_p,T],T]\) and so on, up to a depth equal to the power. When \(T\) only takes electrons from occupied to virtual orbitals, the second commutator is already zero, for creators as well as annihilators.

In Lean 4 with Mathlib:

```lean
import Mathlib

open Matrix

namespace SingleExcitations

noncomputable section

variable {ι A : Type*} [DecidableEq ι] [Ring A]

/-- The canonical anticommutation relations for annihilators `a p` and creators `c p`. -/
structure IsCAR (a c : ι → A) : Prop where
  aa : ∀ p q, a p * a q + a q * a p = 0
  cc : ∀ p q, c p * c q + c q * c p = 0
  ac : ∀ p q, a p * c q + c q * a p = if p = q then 1 else 0

/-- A ring homomorphism carries the anticommutation relations to its target. -/
theorem IsCAR.map {B : Type*} [Ring B] (f : A →+* B) {a c : ι → A} (h : IsCAR a c) :
    IsCAR (fun p => f (a p)) (fun p => f (c p)) where
  aa p q := by simp only [← map_mul, ← map_add, h.aa, map_zero]
  cc p q := by simp only [← map_mul, ← map_add, h.cc, map_zero]
  ac p q := by
    simp only [← map_mul, ← map_add, h.ac]
    split_ifs <;> simp

/-- The commutator `[x, y]`. -/
def comm (x y : A) : A := x * y - y * x

/-- The single-excitation operator `T = ∑ t v i a_v† a_i`, with `i` occupied (in `O`) and
`v` virtual (outside `O`). -/
def singles [Fintype ι] [Algebra ℂ A] (a c : ι → A) (O : Finset ι) (t : ι → ι → ℂ) : A :=
  ∑ i ∈ O, ∑ v ∈ Oᶜ, t v i • (c v * a i)

/-- The commutator of an annihilator with an excitation: `[a_p, a_v† a_i] = δ_pv a_i`. -/
theorem comm_annihilator_excitation {a c : ι → A} (h : IsCAR a c) (p v i : ι) :
    comm (a p) (c v * a i) = if p = v then a i else 0 := by
  -- trade the commutator for two anticommutators
  calc comm (a p) (c v * a i)
      = (a p * c v + c v * a p) * a i - c v * (a p * a i + a i * a p) := by
        unfold comm
        noncomm_ring
    _ = _ := by
        rw [h.ac, h.aa]
        split_ifs <;> simp

/-- The commutator of a creator with an excitation: `[a_p†, a_v† a_i] = -δ_ip a_v†`. -/
theorem comm_creator_excitation {a c : ι → A} (h : IsCAR a c) (p v i : ι) :
    comm (c p) (c v * a i) = if i = p then -c v else 0 := by
  calc comm (c p) (c v * a i)
      = (c p * c v + c v * c p) * a i - c v * (a i * c p + c p * a i) := by
        unfold comm
        noncomm_ring
    _ = _ := by
        rw [h.ac, h.cc]
        split_ifs <;> simp

/-- Any two excitations from occupied to virtual orbitals commute. -/
theorem excitations_commute {a c : ι → A} (h : IsCAR a c) {O : Finset ι} {i j v w : ι}
    (hi : i ∈ O) (hj : j ∈ O) (hv : v ∉ O) (hw : w ∉ O) :
    comm (c v * a i) (c w * a j) = 0 := by
  have hiw : i ≠ w := fun e => hw (e ▸ hi)
  have hjv : j ≠ v := fun e => hv (e ▸ hj)
  -- Leibniz rule for the commutator
  calc comm (c v * a i) (c w * a j)
      = c v * comm (a i) (c w * a j) + comm (c v) (c w * a j) * a i := by
        unfold comm
        noncomm_ring
    _ = 0 := by
        rw [comm_annihilator_excitation h, comm_creator_excitation h, if_neg hiw, if_neg hjv]
        simp

variable [Algebra ℂ A]

/-- An excitation from an occupied to a virtual orbital squares to zero. -/
theorem excitation_sq {a c : ι → A} (h : IsCAR a c) {O : Finset ι} {i v : ι}
    (hi : i ∈ O) (hv : v ∉ O) : (c v * a i) * (c v * a i) = 0 := by
  have hiv : i ≠ v := fun e => hv (e ▸ hi)
  -- Pauli principle: two electrons cannot be removed from the same spin orbital
  have hsq : a i * a i = 0 := by
    calc a i * a i = (1 / 2 : ℂ) • (a i * a i + a i * a i) := by module
      _ = 0 := by rw [h.aa, smul_zero]
  calc (c v * a i) * (c v * a i)
      = c v * (a i * c v + c v * a i) * a i - (c v * c v) * (a i * a i) := by noncomm_ring
    _ = 0 := by
        rw [h.ac, if_neg hiv, hsq]
        simp

omit [DecidableEq ι] in
/-- The commutator with a linear combination in the first slot is taken term by term. -/
theorem comm_sum_left (s : Finset ι) (f : ι → ℂ) (x : ι → A) (y : A) :
    comm (∑ i ∈ s, f i • x i) y = ∑ i ∈ s, f i • comm (x i) y := by
  simp only [comm, Finset.mul_sum, Finset.sum_mul, mul_smul_comm, smul_mul_assoc, smul_sub,
    Finset.sum_sub_distrib]

variable [Fintype ι]

/-- `[a_p, T]` vanishes for occupied `p` and is `∑ t p i a_i` over occupied `i` for virtual `p`;
`[a_p†, T]` is `-∑ t v p a_v†` over virtual `v` for occupied `p` and vanishes for virtual `p`. -/
theorem comm_singles {a c : ι → A} (h : IsCAR a c) (O : Finset ι) (t : ι → ι → ℂ) (p : ι) :
    comm (a p) (singles a c O t) = (if p ∈ O then 0 else ∑ i ∈ O, t p i • a i) ∧
    comm (c p) (singles a c O t) = (if p ∈ O then ∑ v ∈ Oᶜ, (-t v p) • c v else 0) := by
  have expand : ∀ x : A, comm x (singles a c O t)
      = ∑ i ∈ O, ∑ v ∈ Oᶜ, t v i • comm x (c v * a i) := by
    intro x
    simp only [comm, singles, Finset.mul_sum, Finset.sum_mul, mul_smul_comm, smul_mul_assoc,
      smul_sub, Finset.sum_sub_distrib]
  constructor
  · rw [expand]
    by_cases hp : p ∈ O <;> simp [comm_annihilator_excitation h, hp, smul_ite]
  · rw [expand, Finset.sum_comm]
    by_cases hp : p ∈ O <;> simp [comm_creator_excitation h, hp, smul_ite]

/-- For single-excitation operators `T` and `S` with any amplitudes, the double commutators
`[[a_p, T], S]` and `[[a_p†, T], S]` vanish for every orbital `p`. -/
theorem double_commutator_eq_zero {a c : ι → A} (h : IsCAR a c) (O : Finset ι)
    (t s : ι → ι → ℂ) (p : ι) :
    comm (comm (a p) (singles a c O t)) (singles a c O s) = 0 ∧
    comm (comm (c p) (singles a c O t)) (singles a c O s) = 0 := by
  rw [(comm_singles h O t p).1, (comm_singles h O t p).2]
  by_cases hp : p ∈ O
  · rw [if_pos hp, if_pos hp]
    refine ⟨by simp [comm], ?_⟩
    -- virtual creators commute with every single-excitation operator
    rw [comm_sum_left]
    refine Finset.sum_eq_zero fun v hv => ?_
    rw [(comm_singles h O s v).2, if_neg (Finset.mem_compl.mp hv), smul_zero]
  · rw [if_neg hp, if_neg hp]
    refine ⟨?_, by simp [comm]⟩
    -- occupied annihilators commute with every single-excitation operator
    rw [comm_sum_left]
    refine Finset.sum_eq_zero fun i hi => ?_
    rw [(comm_singles h O s i).1, if_pos hi, smul_zero]

/-- The commutator of an annihilator with a power of `T`:
`[a_p, T^(n+1)] = (n+1) T^n [a_p, T]`. -/
theorem comm_annihilator_pow {a c : ι → A} (h : IsCAR a c) (O : Finset ι)
    (t : ι → ι → ℂ) (p : ι) (n : ℕ) :
    comm (a p) (singles a c O t ^ (n + 1))
      = (n + 1) • (singles a c O t ^ n * comm (a p) (singles a c O t)) := by
  have hD := sub_eq_zero.mp (double_commutator_eq_zero h O t t p).1
  generalize singles a c O t = T at hD ⊢
  induction n with
  | zero => simp
  | succ n ih =>
    calc comm (a p) (T ^ (n + 1 + 1))
        = comm (a p) (T ^ (n + 1)) * T + T ^ (n + 1) * comm (a p) T := by
          rw [pow_succ T (n + 1)]
          simp only [comm, sub_mul, mul_sub, mul_assoc]
          abel
      _ = (n + 1 + 1) • (T ^ (n + 1) * comm (a p) T) := by
          rw [ih, smul_mul_assoc, mul_assoc, hD, ← mul_assoc, ← pow_succ,
            succ_nsmul _ (n + 1)]

/-- Jordan–Wigner annihilators of two fermionic modes as 4 × 4 integer matrices. -/
def intA : Fin 2 → Matrix (Fin 4) (Fin 4) ℤ :=
  ![!![0, 0, 1, 0; 0, 0, 0, 1; 0, 0, 0, 0; 0, 0, 0, 0],
    !![0, 1, 0, 0; 0, 0, 0, 0; 0, 0, 0, -1; 0, 0, 0, 0]]

/-- The two annihilators as complex matrices. -/
def jwA (p : Fin 2) : Matrix (Fin 4) (Fin 4) ℂ :=
  (Int.castRingHom ℂ).mapMatrix (intA p)

/-- The two creators as complex matrices, the transposes of the annihilators. -/
def jwC (p : Fin 2) : Matrix (Fin 4) (Fin 4) ℂ :=
  (Int.castRingHom ℂ).mapMatrix (intA p)ᵀ

/-- The two-mode Jordan–Wigner matrices satisfy the anticommutation relations, and the
excitation from mode 0 to mode 1 is not zero. -/
theorem isCAR_witness : IsCAR jwA jwC ∧ jwC 1 * jwA 0 ≠ 0 := by
  -- the relations are checked on integer matrices
  have hz : IsCAR intA (fun p => (intA p)ᵀ) :=
    ⟨by decide +kernel, by decide +kernel, by decide +kernel⟩
  refine ⟨hz.map (Int.castRingHom ℂ).mapMatrix, fun h => ?_⟩
  -- one matrix element of the excitation equals 1
  have hone : ((intA 1)ᵀ * intA 0) 1 2 = 1 := by decide +kernel
  have h' : (Int.castRingHom ℂ).mapMatrix ((intA 1)ᵀ * intA 0) = 0 := by
    rw [map_mul]
    exact h
  have h12 : ((((intA 1)ᵀ * intA 0) 1 2 : ℤ) : ℂ) = 0 := congrFun (congrFun h' 1) 2
  rw [hone, Int.cast_one] at h12
  exact one_ne_zero h12

end

end SingleExcitations
```

```lean
#print axioms SingleExcitations.excitations_commute
-- 'SingleExcitations.excitations_commute' depends on axioms: [propext, Classical.choice, Quot.sound]
#print axioms SingleExcitations.excitation_sq
-- 'SingleExcitations.excitation_sq' depends on axioms: [propext, Classical.choice, Quot.sound]
#print axioms SingleExcitations.double_commutator_eq_zero
-- 'SingleExcitations.double_commutator_eq_zero' depends on axioms: [propext, Classical.choice, Quot.sound]
#print axioms SingleExcitations.comm_annihilator_pow
-- 'SingleExcitations.comm_annihilator_pow' depends on axioms: [propext, Classical.choice, Quot.sound]
```

## Orbitals, amplitudes and the occupied set

The relations in `IsCAR a c` are

\[
\{a_p,a_q\}=0,\qquad \{a_p^\dagger,a_q^\dagger\}=0,\qquad \{a_p,a_q^\dagger\}=\delta_{pq},
\]

with `a p` for \(a_p\) and `c p` for \(a_p^\dagger\). They express Fermi statistics in an orthonormal set of spin orbitals. The operators live in an arbitrary ring `A`, which is also a complex algebra wherever amplitudes appear and in `excitation_sq`, whose proof divides by 2. No Hilbert space or adjoint is assumed: the dagger is notation, and only the three relations are used.

The finite set `O` contains the occupied orbitals, and every orbital outside it is virtual. No reference determinant enters; `O` only decides which excitations are allowed. With finitely many orbitals, `singles a c O t` is

\[
T=\sum_{i\in O}\sum_{v\notin O} t_{vi}\,a_v^\dagger a_i ,
\]

where the virtual index of the amplitude comes first. The amplitudes are arbitrary complex numbers.

The main theorem, `double_commutator_eq_zero`, takes a second operator \(S\) of the same form, with the same `O` but its own amplitudes \(s_{vi}\), and states that for every orbital \(p\)

\[
[[a_p,T],S]=0,\qquad [[a_p^\dagger,T],S]=0 .
\]

Setting \(S=T\) gives the double commutators with a single operator. In coupled-cluster theory \(T\) is the singles part of the cluster operator, and the result concerns that part alone, in a finite orbital set; double and higher excitations are not covered.

## One excitation at a time

Adding and subtracting \(a_v^\dagger a_p a_i\) turns a commutator into two anticommutators:

\[
[a_p,a_v^\dagger a_i]=\{a_p,a_v^\dagger\}a_i-a_v^\dagger\{a_p,a_i\}=\delta_{pv}\,a_i .
\]

In the same way,

\[
[a_p^\dagger,a_v^\dagger a_i]=\{a_p^\dagger,a_v^\dagger\}a_i-a_v^\dagger\{a_i,a_p^\dagger\}=-\delta_{ip}\,a_v^\dagger .
\]

These are `comm_annihilator_excitation` and `comm_creator_excitation`. In both, `noncomm_ring` checks the regrouping, and the relations in `h` then supply the anticommutators.

For \(i,j\in O\) and \(v,w\notin O\), the Leibniz rule gives

\[
[a_v^\dagger a_i,a_w^\dagger a_j]
=a_v^\dagger[a_i,a_w^\dagger a_j]+[a_v^\dagger,a_w^\dagger a_j]a_i
=\delta_{iw}a_v^\dagger a_j-\delta_{jv}a_w^\dagger a_i=0 ,
\]

because an occupied index never equals a virtual one. This is `excitations_commute`.

For the square, \(\{a_i,a_i\}=2a_i^2=0\), and division by 2 gives \(a_i^2=0\), the Pauli principle. Hence

\[
(a_v^\dagger a_i)^2=a_v^\dagger\{a_i,a_v^\dagger\}a_i-(a_v^\dagger)^2a_i^2=0 ,
\]

where the first term vanishes since \(i\neq v\). This is `excitation_sq`.

## Summing over excitations

By linearity, `comm_singles` collects the elementary commutators:

\[
[a_p,T]=\begin{cases}0,&p\in O\\ \sum_{i\in O}t_{pi}\,a_i,&p\notin O\end{cases}
\qquad
[a_p^\dagger,T]=\begin{cases}-\sum_{v\notin O}t_{vp}\,a_v^\dagger,&p\in O\\ 0,&p\notin O.\end{cases}
\]

The auxiliary statement `expand` takes the commutator inside the double sum, and the Kronecker deltas then remove one summation. For the creator the order of summation is first exchanged, so that the delta acts on the inner index.

The first commutator thus contains only occupied annihilators or only virtual creators. The same formulas, applied to \(S\), say that each of these commutes with \(S\). The proof of the main theorem follows this argument: it splits on whether \(p\) is occupied, uses `comm_sum_left` to treat the linear combination term by term, and applies `comm_singles` again to each term.

## Powers of \(T\)

Write \(D=[a_p,T]\). Since \(DT=TD\), induction gives

\[
[a_p,T^{n+1}]=(n+1)\,T^nD .
\]

The case \(n=0\) is the definition of \(D\). For the next power,

\[
[a_p,T^{n+2}]=[a_p,T^{n+1}]T+T^{n+1}D=(n+1)T^nDT+T^{n+1}D=(n+2)T^{n+1}D .
\]

In `comm_annihilator_pow`, `hD` is the relation \(DT=TD\), taken from the main theorem with \(S=T\). After that `generalize` replaces the double sum by a plain symbol, since its internal form no longer matters.

## Two modes with explicit matrices

The theorem `isCAR_witness` shows that two Jordan–Wigner modes satisfy the relations and that \(a_1^\dagger a_0\) is not zero, so the statements are not about an empty case. The relations are decided on integer matrices and carried to complex ones by `IsCAR.map`.

Let \(E_{kl}\) be the \(4\times4\) matrix with a single 1 in row \(k\), column \(l\), counted from 0. Then

\[
a_0=E_{02}+E_{13},\qquad a_1=E_{01}-E_{23},\qquad a_1^\dagger a_0=E_{12}.
\]

Take \(O=\{0\}\) and \(t_{10}=3\), so \(T=3E_{12}\). Multiplying out,

\[
[a_1,T]=3E_{02}+3E_{13}=3a_0,\qquad [3a_0,T]=0 ,
\]

since \(a_0E_{12}\) and \(E_{12}a_0\) are both zero.

## When de-excitations are allowed

Without the separation between occupied and virtual orbitals the result can fail. In the same two modes, let

\[
X=a_1^\dagger a_0+a_0^\dagger a_1 ,
\]

which also moves an electron back. The elementary commutators give \([a_1,X]=a_0\) and \([a_0,X]=a_1\), hence

\[
[[a_1,X],X]=a_1\neq0 .
\]

The two terms of \(X\) do not commute either: \([a_1^\dagger a_0,a_0^\dagger a_1]=E_{11}-E_{22}\).
